# In atomic units, a point charge q at height d above an ideal flat metal surface has screening energy −q²/(4d)

The theorem `screeningEnergy_eq` concerns a static point charge q at height d > 0 above an infinite flat metal surface, treated classically and in atomic units. The induced surface charge density is not derived but given by definition, as −qd / (2π(r² + d²)^(3/2)) at distance r from the foot of the perpendicular. The screening energy is half the integral over the plane of q times this density divided by the distance to the charge, and the theorem says that it equals −q²/(4d). The proof first tries to show, as the step `h`, that the energy is half of q times the potential of the induced charge at the position of q. It then puts in the value −q/(2d) of that potential, which an earlier theorem supplies, and finishes by algebra.

This version doesn't compile in Lean 4 with Mathlib:

```lean
import Mathlib

open MeasureTheory Real Set Filter Topology

namespace ScreeningEnergyEq

noncomputable section

/-- Distance from the point `p` of the metal plane to a charge at height `d` above the origin. -/
def chargeDistance (d : ℝ) (p : ℝ × ℝ) : ℝ := √(p.1 ^ 2 + p.2 ^ 2 + d ^ 2)

/-- Surface charge density `-q d / (2π (r² + d²)^(3/2))` induced on the metal plane by a
charge `q` at height `d > 0`. -/
def surfaceDensity (q d : ℝ) (p : ℝ × ℝ) : ℝ :=
  -(q * d) / (2 * π * chargeDistance d p ^ 3)

/-- Electrostatic potential, in atomic units, of the induced surface charge at the position
of the charge `q`, for height `d > 0`. -/
def inducedPotential (q d : ℝ) : ℝ :=
  ∫ p : ℝ × ℝ, surfaceDensity q d p / chargeDistance d p

/-- Screening energy: half the Coulomb interaction of the charge `q` with the surface charge
it induces, integrated over the plane, for height `d > 0`. -/
def screeningEnergy (q d : ℝ) : ℝ :=
  1 / 2 * ∫ p : ℝ × ℝ, q * surfaceDensity q d p / chargeDistance d p

/-- The radial integral of `r / (r² + d²)²` over all distances `r > 0` is `1 / (2 d²)`,
for `d > 0`. -/
theorem radial_integral {d : ℝ} (hd : 0 < d) :
    ∫ r in Ioi (0 : ℝ), r / (r ^ 2 + d ^ 2) ^ 2 = 1 / (2 * d ^ 2) := by
  -- an antiderivative is `-1 / (2 (r² + d²))`, which vanishes at infinity
  have hder : ∀ r ∈ Ici (0 : ℝ), HasDerivAt (fun r : ℝ => -(1 / 2) * (r ^ 2 + d ^ 2)⁻¹)
      (r / (r ^ 2 + d ^ 2) ^ 2) r := by
    intro r _
    have h1 : HasDerivAt (fun r : ℝ => r ^ 2 + d ^ 2) (2 * r) r := by
      simpa using (hasDerivAt_pow 2 r).add_const (d ^ 2)
    have hne : r ^ 2 + d ^ 2 ≠ 0 := by positivity
    refine ((h1.inv hne).const_mul (-(1 / 2))).congr_deriv ?_
    ring
  have hlim : Tendsto (fun r : ℝ => -(1 / 2) * (r ^ 2 + d ^ 2)⁻¹) atTop (𝓝 0) := by
    have h2 : Tendsto (fun r : ℝ => r ^ 2 + d ^ 2) atTop atTop :=
      tendsto_atTop_add_const_right _ _ (tendsto_pow_atTop two_ne_zero)
    have h3 := (tendsto_inv_atTop_zero.comp h2).const_mul (-(1 / 2) : ℝ)
    rw [mul_zero] at h3
    exact h3
  have hpos : ∀ r ∈ Ioi (0 : ℝ), 0 ≤ r / (r ^ 2 + d ^ 2) ^ 2 := by
    intro r hr
    have hr' : 0 < r := hr
    positivity
  rw [integral_Ioi_of_hasDerivAt_of_nonneg' hder hpos hlim]
  field_simp
  ring

/-- The surface charge induced by `q` at height `d > 0` produces the potential `-q / (2d)`
at the position of `q`. -/
theorem inducedPotential_eq (q : ℝ) {d : ℝ} (hd : 0 < d) :
    inducedPotential q d = -q / (2 * d) := by
  -- in polar coordinates the integrand does not depend on the angle
  have h : ∀ p : ℝ × ℝ, p.1 • (surfaceDensity q d (polarCoord.symm p) /
      chargeDistance d (polarCoord.symm p)) =
      (-(q * d) / (2 * π) * (p.1 / (p.1 ^ 2 + d ^ 2) ^ 2)) * (1 : ℝ) := by
    intro p
    have e : (p.1 * cos p.2) ^ 2 + (p.1 * sin p.2) ^ 2 + d ^ 2 = p.1 ^ 2 + d ^ 2 := by
      linear_combination p.1 ^ 2 * Real.sin_sq_add_cos_sq p.2
    have s : √(p.1 ^ 2 + d ^ 2) ^ 2 = p.1 ^ 2 + d ^ 2 := Real.sq_sqrt (by positivity)
    have s4 : (p.1 ^ 2 + d ^ 2) ^ 2 = √(p.1 ^ 2 + d ^ 2) ^ 3 * √(p.1 ^ 2 + d ^ 2) := by
      calc (p.1 ^ 2 + d ^ 2) ^ 2 = (√(p.1 ^ 2 + d ^ 2) ^ 2) ^ 2 := by rw [s]
        _ = _ := by ring
    simp only [surfaceDensity, chargeDistance, polarCoord_symm_apply, smul_eq_mul, e]
    rw [s4]
    ring
  have ht : polarCoord.target = Ioi (0 : ℝ) ×ˢ Ioo (-π) π := rfl
  have ha : ∫ _ in Ioo (-π) π, (1 : ℝ) = 2 * π := by
    rw [← integral_Ioc_eq_integral_Ioo,
      ← intervalIntegral.integral_of_le (by linarith [Real.pi_pos]),
      intervalIntegral.integral_const, smul_eq_mul]
    ring
  unfold inducedPotential
  rw [← integral_comp_polarCoord_symm]
  simp_rw [h]
  rw [ht]
  -- the integral factorises into a radial and an angular part
  refine (setIntegral_prod_mul (μ := volume) (ν := volume)
    (fun r : ℝ => -(q * d) / (2 * π) * (r / (r ^ 2 + d ^ 2) ^ 2))
    (fun _ : ℝ => (1 : ℝ)) (Ioi 0) (Ioo (-π) π)).trans ?_
  rw [ha, integral_const_mul, radial_integral hd]
  field_simp

/-- The screening energy of a charge `q` at height `d > 0` above the metal is `-q² / (4d)`. -/
theorem screeningEnergy_eq (q : ℝ) {d : ℝ} (hd : 0 < d) :
    screeningEnergy q d = -q ^ 2 / (4 * d) := by
  have h : screeningEnergy q d = 1 / 2 * (q * inducedPotential q d) := by
    unfold screeningEnergy inducedPotential
    rw [← integral_const_mul]
    simp only [mul_div_assoc]
  rw [h, inducedPotential_eq q hd]
  ring

end

end ScreeningEnergyEq
```

Messages:

```
Main.lean:92:71: error: unsolved goals
q d : ℝ
hd : 0 < d
⊢ ∫ (a : ℝ × ℝ), 1 / 2 * (q * (surfaceDensity q d a / chargeDistance d a)) =
    1 / 2 * (q * ∫ (p : ℝ × ℝ), surfaceDensity q d p / chargeDistance d p)
```

The repair, with which the file compiles:

```diff
@@ -92,6 +92,5 @@
   have h : screeningEnergy q d = 1 / 2 * (q * inducedPotential q d) := by
     unfold screeningEnergy inducedPotential
-    rw [← integral_const_mul]
-    simp only [mul_div_assoc]
+    simp only [mul_div_assoc, integral_const_mul]
   rw [h, inducedPotential_eq q hd]
   ring
```

Cause. The one error says that the proof of `h` ends with an equation still to be shown. On the left of that equation both 1/2 and q are inside the integral, and on the right both are outside.

Read from right to left, `integral_const_mul` moves a constant factor into an integral. The step needed this for q on the right-hand side, but `rw` used the lemma on the left, where 1/2 also multiplies an integral, and took 1/2 inside. `simp only [mul_div_assoc]` then only regrouped the integrand and could not bring the two sides together.

The repair uses `integral_const_mul` from left to right, in the same `simp only` call as `mul_div_assoc`. The latter turns the integrand `q * surfaceDensity q d p / chargeDistance d p` into q times a quotient, so that q is a constant factor in front and can be taken out of the integral. The 1/2 stays outside, both sides become the same expression, and `simp only` closes the goal.
